# For positive definite K and M, the constrained linear-response trace has minimum w_0 + … + w_{k−1}

K and M are real symmetric positive definite n × n matrices. The frequencies 0 ≤ w_0 ≤ … ≤ w_{n−1} are numbered from zero, as in Lean, and their squares are the eigenvalues of KM, counted with multiplicity. U and V are real n × k matrices with k ≤ n, 1 is the identity matrix, and

F(U,V) = tr(UᵀKU + VᵀMV)/2.

The result is

min { F(U,V) : UᵀV = 1 } = w_0 + … + w_{k−1}.

## Excitation energies from block minimisation

In time-dependent Hartree–Fock or adiabatic density-functional theory with real orbitals and a finite basis, K and M are the difference and sum of two blocks of the response matrix, the block among excitations and the block that couples excitations to de-excitations, and the w_i are excitation energies. Positive definiteness expresses stability of the reference state to second order in small orbital rotations. A solver that minimises F over k trial pairs subject to UᵀV = 1 therefore targets the sum of the k lowest energies, and every trial block that satisfies this constraint gives an upper bound to that sum.

## From normal modes to level filling

Factor M = CᵀC with C invertible. The symmetric matrix CKCᵀ has the characteristic polynomial of KCᵀC = KM, so CKCᵀ = QW²Qᵀ, with Q orthogonal and W = diag(w). Its determinant is nonzero, hence every w_i > 0. Define

Y = C⁻¹QW^(1/2), Z = W^(−1/2)QᵀC.

Then ZY = 1, K = YWYᵀ and M = ZᵀWZ.

Put P = YᵀU and N = ZV. The constraint becomes PᵀN = UᵀYZV = 1. With P_i and N_i denoting rows,

F = Σ_i w_i(|P_i|² + |N_i|²)/2.

Let A = (P+N)/2 and B = (P−N)/2. Then

AᵀA − BᵀB = (PᵀN + NᵀP)/2 = 1,

so AᵀA ≥ 1. Set R = (AᵀA)⁻¹ and H = ARAᵀ. This is an orthogonal projector of trace k. Its diagonal entries d_i satisfy d_i = Σ_j H_ij² ≥ d_i², so 0 ≤ d_i ≤ 1.

For a row a = A_i, d_i = a·Ra. Since AᵀA ≥ 1, |Ra|² ≤ a·Ra, and so

0 ≤ |a − Ra|² ≤ |a|² − d_i.

Also |A_i|² ≤ |A_i|² + |B_i|² = (|P_i|² + |N_i|²)/2. Therefore F ≥ Σ_i w_i d_i.

Choose c with w_i ≤ c for i < k and w_i ≥ c for i ≥ k. Because Σ_i d_i = k,

Σ_i w_i d_i − Σ_{i<k} w_i = Σ_{i<k} (c−w_i)(1−d_i) + Σ_{i≥k} (w_i−c)d_i ≥ 0.

For equality, let E hold the first k columns of the identity and take U = ZᵀE, V = YE. Then UᵀV = 1 and P = N = E, which gives F = Σ_{i<k} w_i.

For n = k = 1, K and M are positive numbers and uv = 1. The result reduces to

(Ku² + M/u²)/2 ≥ √(KM) = w_0,

with equality at u² = √(M/K).

## The Lean file

```lean
import Mathlib

open Matrix

namespace LinearResponseTrace

noncomputable section

variable {n k : ℕ}

/-- The linear-response trace functional `tr(Uᵀ K U + Vᵀ M V) / 2` of two sets of `k` trial
vectors, the columns of `U` and `V`. -/
def responseEnergy (K M : Matrix (Fin n) (Fin n) ℝ) (U V : Matrix (Fin n) (Fin k) ℝ) : ℝ :=
  trace (Uᵀ * K * U + Vᵀ * M * V) / 2

/-- A real symmetric matrix is diagonal in an orthonormal basis, with positive diagonal entries
if it is positive definite. -/
theorem exists_orthogonal_diagonal (S : Matrix (Fin n) (Fin n) ℝ) (hS : Sᵀ = S) :
    ∃ (Q : Matrix (Fin n) (Fin n) ℝ) (μ : Fin n → ℝ), Q * Qᵀ = 1 ∧
      S = Q * diagonal μ * Qᵀ ∧ (S.PosDef → ∀ i, 0 < μ i) := by
  have hH : S.IsHermitian := by
    rw [Matrix.IsHermitian, conjTranspose_eq_transpose_of_trivial, hS]
  refine ⟨hH.eigenvectorUnitary, hH.eigenvalues, ?_, ?_, fun h i => h.eigenvalues_pos i⟩
  · have h := Matrix.mem_unitaryGroup_iff.1 hH.eigenvectorUnitary.2
    rwa [star_eq_conjTranspose, conjTranspose_eq_transpose_of_trivial] at h
  · have h := hH.spectral_theorem
    rw [Unitary.conjStarAlgAut_apply] at h
    exact h

/-- If the characteristic polynomial of a real symmetric matrix has the roots `d i`, the matrix
is diagonal in an orthonormal basis with the entries `d i` in the given order. -/
theorem exists_diagonal_of_charpoly (S : Matrix (Fin n) (Fin n) ℝ) (hS : Sᵀ = S) (d : Fin n → ℝ)
    (hd : S.charpoly = ∏ i, (Polynomial.X - Polynomial.C (d i))) :
    ∃ Q : Matrix (Fin n) (Fin n) ℝ, Q * Qᵀ = 1 ∧ S = Q * diagonal d * Qᵀ := by
  obtain ⟨Q, μ, hQ, hSQ, -⟩ := exists_orthogonal_diagonal S hS
  have hQ' : Qᵀ * Q = 1 := mul_eq_one_comm.1 hQ
  have key : ∀ f : Fin n → ℝ, (∏ i, (Polynomial.X - Polynomial.C (f i))).roots
      = Finset.univ.val.map f := by
    intro f
    have h := Polynomial.roots_multiset_prod_X_sub_C (Finset.univ.val.map f)
    rw [Multiset.map_map] at h
    exact h
  have hμ : S.charpoly = ∏ i, (Polynomial.X - Polynomial.C (μ i)) := by
    rw [hSQ, Matrix.mul_assoc, charpoly_mul_comm, Matrix.mul_assoc, hQ', Matrix.mul_one,
      Matrix.charpoly_of_isUpperTriangular _ (blockTriangular_diagonal _)]
    simp only [diagonal_apply_eq]
  have hm : Finset.univ.val.map d = Finset.univ.val.map μ := by
    rw [← key, ← key, ← hd, ← hμ]
  -- equal multisets of eigenvalues differ by a permutation of the labels
  have e : ∀ x, Nonempty ({i // d i = x} ≃ {i // μ i = x}) := by
    intro x
    refine ⟨Fintype.equivOfCardEq ?_⟩
    have h1 := congrArg (Multiset.count x) hm
    rw [Multiset.count_map, Multiset.count_map] at h1
    simp only [eq_comm (a := x)] at h1
    rw [Fintype.card_subtype, Fintype.card_subtype]
    simp only [Finset.card_def, Finset.filter_val]
    convert h1
  let σ : Equiv.Perm (Fin n) := (Equiv.sigmaFiberEquiv d).symm.trans
    ((Equiv.sigmaCongrRight fun x => (e x).some).trans (Equiv.sigmaFiberEquiv μ))
  have hσ : ∀ i, μ (σ i) = d i := fun i => ((e (d i)).some ⟨i, rfl⟩).2
  refine ⟨Q.submatrix id σ, ?_, ?_⟩
  · rw [← hQ]
    ext i j
    rw [Matrix.mul_apply, Matrix.mul_apply]
    exact Equiv.sum_comp σ (fun l => Q i l * Q j l)
  · rw [hSQ]
    ext i j
    rw [Matrix.mul_apply, Matrix.mul_apply]
    simp only [mul_diagonal, transpose_apply, submatrix_apply, id, ← hσ]
    exact (Equiv.sum_comp σ (fun l => Q i l * μ l * Q j l)).symm

/-- A positive definite matrix factorises as `M = Cᵀ C` with `C` invertible. -/
theorem exists_factor (M : Matrix (Fin n) (Fin n) ℝ) (hM : M.PosDef) :
    ∃ C D : Matrix (Fin n) (Fin n) ℝ, C * D = 1 ∧ M = Cᵀ * C := by
  have hMt : Mᵀ = M := by
    have h := hM.isHermitian.eq
    rwa [conjTranspose_eq_transpose_of_trivial] at h
  obtain ⟨Q, μ, hQ, hMQ, hpos⟩ := exists_orthogonal_diagonal M hMt
  have hμ := hpos hM
  have h1 : diagonal (fun i => √(μ i)) * diagonal (fun i => √(μ i)) = diagonal μ := by
    rw [diagonal_mul_diagonal]
    exact congrArg diagonal (funext fun i => Real.mul_self_sqrt (hμ i).le)
  have h2 : diagonal (fun i => √(μ i)) * diagonal (fun i => (√(μ i))⁻¹) = 1 := by
    rw [diagonal_mul_diagonal, ← diagonal_one]
    exact congrArg diagonal (funext fun i => mul_inv_cancel₀ (Real.sqrt_pos.2 (hμ i)).ne')
  refine ⟨diagonal (fun i => √(μ i)) * Qᵀ, Q * diagonal (fun i => (√(μ i))⁻¹), ?_, ?_⟩
  · rw [Matrix.mul_assoc, ← Matrix.mul_assoc Qᵀ, mul_eq_one_comm.1 hQ, Matrix.one_mul, h2]
  · rw [hMQ, ← h1]
    simp only [transpose_mul, transpose_transpose, diagonal_transpose, Matrix.mul_assoc]

/-- Normal modes: if `K` and `M` are positive definite and `K M` has the eigenvalues `w i ^ 2` with
`w i` nonnegative, one invertible `Y` with inverse `Z` brings both `K` and `M` to the diagonal form
`diag w`. -/
theorem exists_normal_modes (K M : Matrix (Fin n) (Fin n) ℝ) (hK : K.PosDef) (hM : M.PosDef)
    (w : Fin n → ℝ) (hw : ∀ i, 0 ≤ w i)
    (hchar : (K * M).charpoly = ∏ i, (Polynomial.X - Polynomial.C (w i ^ 2))) :
    ∃ Y Z : Matrix (Fin n) (Fin n) ℝ, Z * Y = 1 ∧
      K = Y * diagonal w * Yᵀ ∧ M = Zᵀ * diagonal w * Z := by
  obtain ⟨C, D, hCD, hMC⟩ := exists_factor M hM
  have hDC : D * C = 1 := mul_eq_one_comm.1 hCD
  have hKt : Kᵀ = K := by
    have h := hK.isHermitian.eq
    rwa [conjTranspose_eq_transpose_of_trivial] at h
  -- `C K Cᵀ` is symmetric and has the spectrum of `K M`
  obtain ⟨Q, hQ, hSQ⟩ := exists_diagonal_of_charpoly (C * K * Cᵀ)
    (by simp only [transpose_mul, transpose_transpose, hKt, Matrix.mul_assoc])
    (fun i => w i ^ 2)
    (by rw [Matrix.mul_assoc, charpoly_mul_comm, Matrix.mul_assoc, ← hMC, hchar])
  have hw0 : ∀ i, √(w i) ≠ 0 := by
    intro i hi
    have hi' : w i = 0 := (Real.sqrt_eq_zero (hw i)).1 hi
    have hp : ∏ j, w j ^ 2 = 0 := Finset.prod_eq_zero (Finset.mem_univ i) (by simp [hi'])
    have hd := congrArg det hSQ
    simp only [det_mul, det_transpose, det_diagonal] at hd
    rw [hp] at hd
    have hc := congrArg det hCD
    rw [det_mul, det_one] at hc
    have hC : det C ≠ 0 := left_ne_zero_of_mul_eq_one hc
    exact mul_ne_zero (mul_ne_zero hC hK.det_pos.ne') hC (hd.trans (by ring))
  have h1 : diagonal (fun i => √(w i)) * diagonal w * diagonal (fun i => √(w i))
      = diagonal (fun i => w i ^ 2) := by
    rw [diagonal_mul_diagonal, diagonal_mul_diagonal]
    refine congrArg diagonal (funext fun i => ?_)
    linear_combination (w i) * Real.mul_self_sqrt (hw i)
  have h2 : diagonal (fun i => (√(w i))⁻¹) * diagonal w * diagonal (fun i => (√(w i))⁻¹)
      = 1 := by
    rw [diagonal_mul_diagonal, diagonal_mul_diagonal, ← diagonal_one]
    refine congrArg diagonal (funext fun i => ?_)
    linear_combination (-((√(w i))⁻¹) ^ 2) * Real.mul_self_sqrt (hw i)
      + ((√(w i))⁻¹ * √(w i) + 1) * inv_mul_cancel₀ (hw0 i)
  have h3 : diagonal (fun i => (√(w i))⁻¹) * diagonal (fun i => √(w i)) = 1 := by
    rw [diagonal_mul_diagonal, ← diagonal_one]
    exact congrArg diagonal (funext fun i => inv_mul_cancel₀ (hw0 i))
  refine ⟨D * Q * diagonal (fun i => √(w i)), diagonal (fun i => (√(w i))⁻¹) * Qᵀ * C,
    ?_, ?_, ?_⟩
  · calc _ = diagonal (fun i => (√(w i))⁻¹) * (Qᵀ * ((C * D) * Q))
          * diagonal (fun i => √(w i)) := by simp only [Matrix.mul_assoc]
      _ = 1 := by rw [hCD, Matrix.one_mul, mul_eq_one_comm.1 hQ, Matrix.mul_one, h3]
  · calc K = (D * C) * K * (D * C)ᵀ := by
          rw [hDC, transpose_one, Matrix.one_mul, Matrix.mul_one]
      _ = D * (C * K * Cᵀ) * Dᵀ := by simp only [transpose_mul, Matrix.mul_assoc]
      _ = D * (Q * (diagonal (fun i => √(w i)) * diagonal w * diagonal (fun i => √(w i)))
          * Qᵀ) * Dᵀ := by rw [hSQ, h1]
      _ = _ := by simp only [transpose_mul, diagonal_transpose, Matrix.mul_assoc]
  · calc M = Cᵀ * (Q * (diagonal (fun i => (√(w i))⁻¹) * diagonal w
          * diagonal (fun i => (√(w i))⁻¹)) * Qᵀ) * C := by
          rw [h2, Matrix.mul_one, hQ, Matrix.mul_one, hMC]
      _ = _ := by
          simp only [transpose_mul, transpose_transpose, diagonal_transpose, Matrix.mul_assoc]

/-- If `Aᵀ A ≥ 1` for `k` columns, there are occupations between 0 and 1 that add up to `k` and
are bounded by the squared row norms of `A`. -/
theorem exists_occupations (A : Matrix (Fin n) (Fin k) ℝ)
    (hA : ∀ x : Fin k → ℝ, x ⬝ᵥ x ≤ x ⬝ᵥ (Aᵀ * A) *ᵥ x) :
    ∃ d : Fin n → ℝ, (∀ i, 0 ≤ d i ∧ d i ≤ 1 ∧ d i ≤ A i ⬝ᵥ A i) ∧ ∑ i, d i = k := by
  have hdet : (Aᵀ * A).det ≠ 0 := by
    intro h0
    obtain ⟨v, hv, hv0⟩ := Matrix.exists_mulVec_eq_zero_iff.2 h0
    have h := hA v
    rw [hv0, dotProduct_zero] at h
    have h' : 0 ≤ v ⬝ᵥ v := Finset.sum_nonneg fun i _ => mul_self_nonneg (v i)
    exact hv (dotProduct_self_eq_zero.1 (le_antisymm h h'))
  obtain ⟨R, hR⟩ : ∃ R, R = (Aᵀ * A)⁻¹ := ⟨_, rfl⟩
  have hGR : Aᵀ * A * R = 1 := by rw [hR]; exact mul_nonsing_inv _ (isUnit_iff_ne_zero.2 hdet)
  have hRt : Rᵀ = R := by
    rw [hR, transpose_nonsing_inv, transpose_mul, transpose_transpose]
  -- the orthogonal projector onto the column space of `A`
  obtain ⟨H, hH⟩ : ∃ H, H = A * R * Aᵀ := ⟨_, rfl⟩
  have hHt : Hᵀ = H := by
    rw [hH]; simp only [transpose_mul, transpose_transpose, hRt, Matrix.mul_assoc]
  have hHH : H * H = H := by
    calc H * H = A * R * (Aᵀ * A * R) * Aᵀ := by rw [hH]; simp only [Matrix.mul_assoc]
      _ = H := by rw [hGR, Matrix.mul_one, hH]
  refine ⟨fun i => H i i, fun i => ?_, ?_⟩
  · have hsq : H i i = ∑ j, H i j ^ 2 := by
      have h := congrFun (congrFun hHH i) i
      rw [Matrix.mul_apply] at h
      rw [← h]
      refine Finset.sum_congr rfl fun j _ => ?_
      have hs : H j i = H i j := congrFun (congrFun hHt i) j
      rw [hs, sq]
    have hge : H i i ^ 2 ≤ H i i := by
      have h := Finset.single_le_sum (f := fun j => H i j ^ 2)
        (fun j _ => sq_nonneg (H i j)) (Finset.mem_univ i)
      exact h.trans hsq.ge
    refine ⟨by nlinarith [sq_nonneg (H i i)], by nlinarith [sq_nonneg (H i i - 1)], ?_⟩
    have hax : H i i = A i ⬝ᵥ R *ᵥ A i := by rw [hH, Matrix.mul_assoc]; rfl
    have h1 := hA (R *ᵥ A i)
    rw [mulVec_mulVec, hGR, one_mulVec, dotProduct_comm _ (A i)] at h1
    have h2 : 0 ≤ (A i - R *ᵥ A i) ⬝ᵥ (A i - R *ᵥ A i) :=
      Finset.sum_nonneg fun j _ => mul_self_nonneg _
    rw [sub_dotProduct, dotProduct_sub, dotProduct_sub, dotProduct_comm (R *ᵥ A i) (A i)] at h2
    change H i i ≤ A i ⬝ᵥ A i
    linarith
  · change trace H = k
    rw [hH, trace_mul_comm, ← Matrix.mul_assoc, hGR, trace_one, Fintype.card_fin]

/-- With occupations between 0 and 1 that add up to `k`, the total energy is at least the sum of
the `k` lowest levels. -/
theorem sum_lowest_le (hk : k ≤ n) (w d : Fin n → ℝ) (hmono : Monotone w)
    (hd : ∀ i, 0 ≤ d i ∧ d i ≤ 1) (hsum : ∑ i, d i = k) :
    ∑ i : Fin k, w (Fin.castLE hk i) ≤ ∑ i, w i * d i := by
  obtain ⟨m, rfl⟩ := Nat.exists_eq_add_of_le hk
  -- a Fermi level `c` separates the lowest `k` levels from the rest
  obtain ⟨c, hc1, hc2⟩ : ∃ c, (∀ i : Fin k, w (Fin.castAdd m i) ≤ c) ∧
      ∀ j : Fin m, c ≤ w (Fin.natAdd k j) := by
    rcases k with _ | k
    · rcases m with _ | m
      · exact ⟨0, fun i => i.elim0, fun j => j.elim0⟩
      · refine ⟨w (Fin.natAdd 0 0), fun i => i.elim0, fun j => hmono ?_⟩
        rw [Fin.le_def]
        simp
    · refine ⟨w (Fin.castAdd m (Fin.last k)), fun i => hmono ?_, fun j => hmono ?_⟩
      · rw [Fin.le_def]
        simp only [Fin.val_castAdd, Fin.val_last]
        omega
      · rw [Fin.le_def]
        simp only [Fin.val_castAdd, Fin.val_last, Fin.val_natAdd]
        omega
  rw [Fin.sum_univ_add] at hsum ⊢
  have h1 : ∑ i : Fin k, (w (Fin.castAdd m i) + c * d (Fin.castAdd m i))
      ≤ ∑ i : Fin k, (w (Fin.castAdd m i) * d (Fin.castAdd m i) + c) :=
    Finset.sum_le_sum fun i _ => by
      nlinarith [mul_nonneg (sub_nonneg.2 (hc1 i)) (sub_nonneg.2 (hd (Fin.castAdd m i)).2)]
  have h2 : ∑ j : Fin m, c * d (Fin.natAdd k j)
      ≤ ∑ j : Fin m, w (Fin.natAdd k j) * d (Fin.natAdd k j) :=
    Finset.sum_le_sum fun j _ => mul_le_mul_of_nonneg_right (hc2 j) (hd _).1
  simp only [Finset.sum_add_distrib, ← Finset.mul_sum, Finset.sum_const, Finset.card_univ,
    Fintype.card_fin, nsmul_eq_mul] at h1 h2
  change ∑ i : Fin k, w (Fin.castAdd m i) ≤ _
  linear_combination h1 + h2 - c * hsum

/-- The lower bound in normal coordinates, where both matrices equal `diag w`. -/
theorem normal_mode_bound (hk : k ≤ n) (w : Fin n → ℝ) (hmono : Monotone w) (hw : ∀ i, 0 ≤ w i)
    (P N : Matrix (Fin n) (Fin k) ℝ) (h : Pᵀ * N = 1) :
    ∑ i : Fin k, w (Fin.castLE hk i) ≤ responseEnergy (diagonal w) (diagonal w) P N := by
  have h' : Nᵀ * P = 1 := by
    have := congrArg transpose h
    rwa [transpose_mul, transpose_transpose, transpose_one] at this
  have hAB : ((1 / 2 : ℝ) • (P + N))ᵀ * ((1 / 2 : ℝ) • (P + N))
      = 1 + ((1 / 2 : ℝ) • (P - N))ᵀ * ((1 / 2 : ℝ) • (P - N)) := by
    simp only [transpose_smul, transpose_add, transpose_sub, Matrix.smul_mul, Matrix.mul_smul,
      Matrix.mul_add, Matrix.add_mul, Matrix.mul_sub, Matrix.sub_mul, h, h']
    module
  obtain ⟨d, hd, hsum⟩ := exists_occupations ((1 / 2 : ℝ) • (P + N)) (by
    intro x
    rw [hAB, add_mulVec, one_mulVec, dotProduct_add, ← mulVec_mulVec, dotProduct_mulVec,
      vecMul_transpose]
    exact le_add_of_nonneg_right (Finset.sum_nonneg fun j _ => mul_self_nonneg _))
  have htr : ∀ X : Matrix (Fin n) (Fin k) ℝ,
      trace (Xᵀ * diagonal w * X) = ∑ i, w i * (X i ⬝ᵥ X i) := by
    intro X
    rw [trace_mul_comm, ← Matrix.mul_assoc]
    simp only [Matrix.trace, diag_apply, mul_diagonal]
    exact Finset.sum_congr rfl fun i _ => mul_comm _ _
  refine (sum_lowest_le hk w d hmono (fun i => ⟨(hd i).1, (hd i).2.1⟩) hsum).trans ?_
  rw [responseEnergy, trace_add, htr, htr, ← Finset.sum_add_distrib, Finset.sum_div]
  refine Finset.sum_le_sum fun i _ => ?_
  have hrow : ((1 / 2 : ℝ) • (P + N)) i ⬝ᵥ ((1 / 2 : ℝ) • (P + N)) i
      ≤ (P i ⬝ᵥ P i + N i ⬝ᵥ N i) / 2 := by
    simp only [dotProduct, ← Finset.sum_add_distrib, Finset.sum_div]
    refine Finset.sum_le_sum fun a _ => ?_
    simp only [Matrix.smul_apply, Matrix.add_apply, smul_eq_mul]
    nlinarith [sq_nonneg (P i a - N i a)]
  calc w i * d i ≤ w i * ((P i ⬝ᵥ P i + N i ⬝ᵥ N i) / 2) :=
        mul_le_mul_of_nonneg_left ((hd i).2.2.trans hrow) (hw i)
    _ = _ := by ring

/-- Trace principle for linear response with positive definite `K` and `M`: over all `U`, `V` with
`k` columns and `Uᵀ V = 1`, the minimum of `tr(Uᵀ K U + Vᵀ M V) / 2` is the sum of the `k` lowest
frequencies `w i`, where the `w i ^ 2` are the eigenvalues of `K M`. -/
theorem trace_principle (hk : k ≤ n) (K M : Matrix (Fin n) (Fin n) ℝ)
    (hK : K.PosDef) (hM : M.PosDef) (w : Fin n → ℝ) (hmono : Monotone w) (hw : ∀ i, 0 ≤ w i)
    (hchar : (K * M).charpoly = ∏ i, (Polynomial.X - Polynomial.C (w i ^ 2))) :
    IsLeast {E | ∃ U V : Matrix (Fin n) (Fin k) ℝ, Uᵀ * V = 1 ∧ E = responseEnergy K M U V}
      (∑ i : Fin k, w (Fin.castLE hk i)) := by
  obtain ⟨Y, Z, hZY, hKY, hMZ⟩ := exists_normal_modes K M hK hM w hw hchar
  have hYZ : Y * Z = 1 := mul_eq_one_comm.1 hZY
  constructor
  · -- the `k` lowest normal modes attain the bound
    obtain ⟨E, hE⟩ : ∃ E : Matrix (Fin n) (Fin k) ℝ,
        E = Matrix.of fun i a => if i = Fin.castLE hk a then 1 else 0 := ⟨_, rfl⟩
    have sel : ∀ D : Matrix (Fin n) (Fin n) ℝ,
        Eᵀ * D * E = D.submatrix (Fin.castLE hk) (Fin.castLE hk) := by
      intro D
      ext a b
      simp [hE, Matrix.mul_apply]
    have hT : Yᵀ * Zᵀ = 1 := by rw [← transpose_mul, hZY, transpose_one]
    have hKd : Z * K * Zᵀ = diagonal w := by
      calc Z * K * Zᵀ = (Z * Y) * diagonal w * (Yᵀ * Zᵀ) := by
            rw [hKY]; simp only [Matrix.mul_assoc]
        _ = _ := by rw [hZY, hT, Matrix.one_mul, Matrix.mul_one]
    have hMd : Yᵀ * M * Y = diagonal w := by
      calc Yᵀ * M * Y = (Yᵀ * Zᵀ) * diagonal w * (Z * Y) := by
            rw [hMZ]; simp only [Matrix.mul_assoc]
        _ = _ := by rw [hZY, hT, Matrix.one_mul, Matrix.mul_one]
    refine ⟨Zᵀ * E, Y * E, ?_, ?_⟩
    · calc (Zᵀ * E)ᵀ * (Y * E) = Eᵀ * (Z * Y) * E := by
            simp only [transpose_mul, transpose_transpose, Matrix.mul_assoc]
        _ = 1 := by rw [hZY, sel, submatrix_one _ (Fin.castLE_injective hk)]
    · have e1 : (Zᵀ * E)ᵀ * K * (Zᵀ * E) = Eᵀ * (Z * K * Zᵀ) * E := by
        simp only [transpose_mul, transpose_transpose, Matrix.mul_assoc]
      have e2 : (Y * E)ᵀ * M * (Y * E) = Eᵀ * (Yᵀ * M * Y) * E := by
        simp only [transpose_mul, Matrix.mul_assoc]
      rw [responseEnergy, e1, e2, hKd, hMd, sel, trace_add]
      simp only [Matrix.trace, diag_apply, submatrix_apply, diagonal_apply_eq]
      ring
  · -- every admissible pair is bounded below in normal coordinates
    rintro _ ⟨U, V, hUV, rfl⟩
    have hb := normal_mode_bound hk w hmono hw (Yᵀ * U) (Z * V) (by
      rw [transpose_mul, transpose_transpose, Matrix.mul_assoc, ← Matrix.mul_assoc Y, hYZ,
        Matrix.one_mul, hUV])
    refine hb.trans (le_of_eq ?_)
    rw [responseEnergy, responseEnergy, hKY, hMZ]
    simp only [transpose_mul, transpose_transpose, Matrix.mul_assoc]

/-- For positive definite `K` and `M`, and over all pairs of vectors with `u · v = 1`, the minimum
of `(u · K u + v · M v) / 2` is the lowest frequency. -/
theorem lowest_frequency_principle (hn : 1 ≤ n) (K M : Matrix (Fin n) (Fin n) ℝ)
    (hK : K.PosDef) (hM : M.PosDef) (w : Fin n → ℝ) (hmono : Monotone w) (hw : ∀ i, 0 ≤ w i)
    (hchar : (K * M).charpoly = ∏ i, (Polynomial.X - Polynomial.C (w i ^ 2))) :
    IsLeast {E | ∃ u v : Fin n → ℝ, u ⬝ᵥ v = 1 ∧ E = (u ⬝ᵥ K *ᵥ u + v ⬝ᵥ M *ᵥ v) / 2}
      (w ⟨0, hn⟩) := by
  have main := trace_principle hn K M hK hM w hmono hw hchar
  have hs : ∑ i : Fin 1, w (Fin.castLE hn i) = w ⟨0, hn⟩ := by
    simp only [Finset.univ_unique, Finset.sum_singleton]
    rfl
  rw [hs] at main
  have e : ∀ (A : Matrix (Fin n) (Fin n) ℝ) (U : Matrix (Fin n) (Fin 1) ℝ),
      trace (Uᵀ * A * U) = (fun i => U i 0) ⬝ᵥ A *ᵥ (fun i => U i 0) := by
    intro A U
    rw [Matrix.mul_assoc]
    simp only [Matrix.trace, Finset.univ_unique, Finset.sum_singleton]
    rfl
  constructor
  · obtain ⟨U, V, hUV, hE⟩ := main.1
    refine ⟨fun i => U i 0, fun i => V i 0, congrFun (congrFun hUV 0) 0, ?_⟩
    rw [hE, responseEnergy, trace_add, e, e]
  · rintro _ ⟨u, v, huv, rfl⟩
    refine main.2 ⟨Matrix.of fun i _ => u i, Matrix.of fun i _ => v i, ?_, ?_⟩
    · ext a b
      rw [Subsingleton.elim a b, one_apply_eq]
      exact huv
    · rw [responseEnergy, trace_add, e, e]
      rfl

end

end LinearResponseTrace
```

```lean
#print axioms LinearResponseTrace.trace_principle
#print axioms LinearResponseTrace.lowest_frequency_principle
```

```
'LinearResponseTrace.trace_principle' depends on axioms: [propext, Classical.choice, Quot.sound]
'LinearResponseTrace.lowest_frequency_principle' depends on axioms: [propext, Classical.choice, Quot.sound]
```

## Reading the theorems and their limits

In `trace_principle`, `PosDef` includes symmetry, `hmono` orders the supplied frequencies, and `hchar` ties their squares to KM. `Fin.castLE hk` selects the first k indices. `IsLeast` says that the sum is a lower bound and is attained; k = 0 is allowed and gives zero. `lowest_frequency_principle` is the case k = 1, written with vectors.

`exists_factor` and `exists_diagonal_of_charpoly` supply C and Q, the latter by permuting eigenvalues into the prescribed order; `exists_normal_modes` builds Y and Z. `exists_occupations` constructs H, with `nlinarith` deriving 0 ≤ d_i ≤ 1 from d_i² ≤ d_i. `sum_lowest_le` does the filling step, where `linear_combination` combines the two partial sums with Σ_i d_i = k. `normal_mode_bound` joins these estimates, and `trace_principle` changes coordinates and inserts the minimiser.

The theorems concern exact real matrices. They say nothing about uniqueness of the minimiser, convergence of an iterative solver, rounding error, complex orbitals or semidefinite K and M.
